# Parry's zero-wavevector term as the potential of a Gaussian charged sheet

We take Parry's term as an explicit function of one real variable, the height $z$ above a charged plane, and do not derive it from a lattice sum. For $\eta>0$ let

$$f(z)=-2\pi\left(z\,\mathrm{erf}(\eta z)+\frac{e^{-\eta^2z^2}}{\eta\sqrt\pi}\right),\qquad \mathrm{erf}(x)=\frac{2}{\sqrt\pi}\int_0^x e^{-t^2}\,dt .$$

Here $\eta$ is the Ewald splitting parameter, an inverse width. Write $\mathrm{erfc}=1-\mathrm{erf}$ and let $\rho(z)=(\eta/\sqrt\pi)\,e^{-\eta^2z^2}$ be the profile of a sheet with unit charge per unit area, in Gaussian units. The claim is that

$$f''=-4\pi\rho,\qquad f(z)+2\pi|z|=-2\pi\int_{|z|}^{\infty}\mathrm{erfc}(\eta r)\,dr ,$$

that the second expression tends to $0$ far from the sheet, and that the Poisson equation together with this limit on one side determines $f$.

In two-dimensionally periodic Ewald sums for slabs, each charge $q$ of a neutral cell with area $A$ contributes $(q/A)f(z)$ to the zero-wavevector term of the reciprocal-space part of the potential, where $z$ is the height measured from that charge. Taken alone, this contribution is the potential $-2\pi(q/A)|z|$ of a thin sheet plus a short-ranged correction.

## From the Gaussian profile to the linear potential

Since $\mathrm{erf}'(x)=(2/\sqrt\pi)e^{-x^2}$, the product rule gives

$$f'(z)=-2\pi\left(\mathrm{erf}(\eta z)+\frac{2\eta z}{\sqrt\pi}e^{-\eta^2z^2}-\frac{2\eta^2z}{\eta\sqrt\pi}e^{-\eta^2z^2}\right)=-2\pi\,\mathrm{erf}(\eta z).$$

A second derivative gives $f''(z)=-4\pi(\eta/\sqrt\pi)e^{-\eta^2z^2}=-4\pi\rho(z)$.

For the behaviour at infinity, erf increases to $1$ by the Gaussian integral, so $\mathrm{erfc}\ge0$. Because $t^2-t+1>0$, we have $e^{-t^2}\le e^{1-t}$, and integrating from $x$ to $\infty$ yields $\mathrm{erfc}(x)\le(2/\sqrt\pi)e^{1-x}$. Hence $x\,\mathrm{erfc}(x)\to0$ as $x\to+\infty$. Now

$$f(r)+2\pi r=2\pi r\,\mathrm{erfc}(\eta r)-\frac{2\sqrt\pi}{\eta}e^{-\eta^2r^2},$$

and both terms vanish as $r\to+\infty$. The left side has derivative $2\pi\,\mathrm{erfc}(\eta r)$. Integrating from $|z|$ to $\infty$ gives

$$0-\bigl(f(|z|)+2\pi|z|\bigr)=2\pi\int_{|z|}^\infty\mathrm{erfc}(\eta r)\,dr .$$

As erf is odd, $f$ is even, and $f(|z|)=f(z)$ completes the formula. It shows that $f(z)+2\pi|z|\le0$, while the splitting at $r=|z|$ bounds the same quantity below by $-(2\sqrt\pi/\eta)e^{-\eta^2z^2}$. Therefore

$$\bigl|f(z)+2\pi|z|\bigr|\le\frac{2\sqrt\pi}{\eta}e^{-\eta^2z^2}.$$

Finally, let $g''=-4\pi\rho$ and $g(z)+2\pi z\to0$ at $+\infty$. Then $(g-f)''=0$, so $g(z)-f(z)=cz+b$ for constants $c,b$. This tends to $0$ at $+\infty$, which forces $c=b=0$.

## The functions in Lean

```lean
import Mathlib

open MeasureTheory Set Filter
open scoped Real Topology

namespace ParryZeroMode

noncomputable section
```

The error function is an interval integral, which also gives the correct sign for negative arguments.

```lean
/-- The error function, defined by its Gaussian integral. -/
def erf (x : ℝ) : ℝ := 2 / √π * ∫ t in (0 : ℝ)..x, Real.exp (-t ^ 2)

/-- The complementary error function. -/
def erfc (x : ℝ) : ℝ := 1 - erf x
```

The density $\rho$ is `sheetDensity η` and $f$ is `parryTerm η`. The definitions accept any real `η`; where a theorem assumes positivity, it does so through the hypothesis `hη`.

```lean
/-- The Gaussian profile across a charged sheet, with inverse width `η > 0`. -/
def sheetDensity (η z : ℝ) : ℝ := η / √π * Real.exp (-(η * z) ^ 2)

/-- Parry's zero-wavevector term of the two-dimensional Ewald sum, for `η > 0`. -/
def parryTerm (η z : ℝ) : ℝ :=
  -2 * π * (z * erf (η * z) + Real.exp (-(η * z) ^ 2) / (η * √π))
```

## Derivative and decay of the error function

`HasDerivAt F a x` says that `F` is differentiable at `x` with derivative `a`. The next theorem is the fundamental theorem of calculus for a continuous integrand.

```lean
/-- The derivative of the error function is the Gaussian `(2/√π) exp(-x²)`. -/
theorem hasDerivAt_erf (x : ℝ) :
    HasDerivAt erf (2 / √π * Real.exp (-x ^ 2)) x := by
  have hc : Continuous (fun t : ℝ => Real.exp (-t ^ 2)) := by fun_prop
  exact (hc.integral_hasStrictDerivAt 0 x).hasDerivAt.const_mul (2 / √π)
```

Both bounds on erfc use the limit of erf, obtained first from Mathlib's half-line Gaussian integral. Monotonicity then gives the lower bound. For the upper bound, Lean replaces the tail integral by an equivalent argument: $(2/\sqrt\pi)e^{1-y}+\mathrm{erf}(y)$ is decreasing with limit $1$, so it is never below $1$.

```lean
/-- The complementary error function is nonnegative and lies below a decaying exponential. -/
theorem erfc_bounds (x : ℝ) :
    0 ≤ erfc x ∧ erfc x ≤ 2 / √π * Real.exp (1 - x) := by
  -- the Gaussian integral gives the limit of erf
  have hlim : Tendsto erf atTop (𝓝 1) := by
    have hint : IntegrableOn (fun t : ℝ => Real.exp (-t ^ 2)) (Ioi 0) := by
      have h := (integrable_exp_neg_mul_sq (b := 1) one_pos).integrableOn (s := Ioi (0 : ℝ))
      simpa using h
    have hval : ∫ t in Ioi (0 : ℝ), Real.exp (-t ^ 2) = √π / 2 := by
      simpa using integral_gaussian_Ioi 1
    have h := (intervalIntegral_tendsto_integral_Ioi 0 hint tendsto_id).const_mul (2 / √π)
    have hs : √π ≠ 0 := (Real.sqrt_pos.mpr Real.pi_pos).ne'
    have h1 : 2 / √π * (√π / 2) = 1 := by field_simp
    rw [hval, h1] at h
    exact h
  constructor
  · have mono : Monotone erf :=
      monotone_of_deriv_nonneg (fun y => (hasDerivAt_erf y).differentiableAt)
        (fun y => by rw [(hasDerivAt_erf y).deriv]; positivity)
    have h := mono.ge_of_tendsto hlim x
    unfold erfc
    linarith
  · -- the exponential plus erf decreases to 1
    have hp : ∀ y : ℝ, HasDerivAt (fun y => 2 / √π * Real.exp (1 - y) + erf y)
        (2 / √π * (Real.exp (1 - y) * (-1)) + 2 / √π * Real.exp (-y ^ 2)) y := fun y =>
      ((((hasDerivAt_id' y).const_sub 1).exp).const_mul (2 / √π)).fun_add (hasDerivAt_erf y)
    have anti : Antitone (fun y => 2 / √π * Real.exp (1 - y) + erf y) := by
      refine antitone_of_deriv_nonpos (fun y => (hp y).differentiableAt) (fun y => ?_)
      rw [(hp y).deriv]
      have h1 : Real.exp (-y ^ 2) ≤ Real.exp (1 - y) :=
        Real.exp_le_exp.mpr (by nlinarith [sq_nonneg (y - 1 / 2)])
      have h2 := mul_le_mul_of_nonneg_left h1 (show 0 ≤ 2 / √π by positivity)
      linarith
    have h0 : Tendsto (fun y : ℝ => Real.exp (1 - y)) atTop (𝓝 0) := by
      have h := Real.tendsto_exp_neg_atTop_nhds_zero.const_mul (Real.exp 1)
      rw [mul_zero] at h
      exact h.congr fun y => by rw [← Real.exp_add, ← sub_eq_add_neg]
    have h := (h0.const_mul (2 / √π)).add hlim
    rw [mul_zero, zero_add] at h
    have h3 : 1 ≤ 2 / √π * Real.exp (1 - x) + erf x := anti.le_of_tendsto h x
    unfold erfc
    linarith
```

## Symmetry, splitting and the Poisson equation

Evenness follows from the substitution $t\mapsto-t$ in the integral, with a case distinction on the sign of $z$.

```lean
/-- Parry's term depends only on the distance `|z|` from the sheet. -/
theorem parryTerm_abs (η z : ℝ) : parryTerm η |z| = parryTerm η z := by
  have erf_neg : ∀ x, erf (-x) = -erf x := fun x => by
    have h := intervalIntegral.integral_comp_neg (a := 0) (b := x)
      (fun t : ℝ => Real.exp (-t ^ 2))
    simp only [neg_sq, neg_zero] at h
    unfold erf
    rw [intervalIntegral.integral_symm (-x) 0, ← h]
    ring
  rcases abs_choice z with h | h
  · rw [h]
  · rw [h]
    unfold parryTerm
    rw [mul_neg, erf_neg, neg_sq]
    ring
```

The splitting into an erfc part and a Gaussian part is algebra, using $\pi/\sqrt\pi=\sqrt\pi$.

```lean
/-- Adding `2πr` to Parry's term leaves an erfc part minus a Gaussian part. -/
theorem parryTerm_add_linear (η r : ℝ) :
    parryTerm η r + 2 * π * r =
      2 * π * (r * erfc (η * r)) - 2 * √π / η * Real.exp (-(η * r) ^ 2) := by
  have hq : π * (√π)⁻¹ = √π := by
    rw [← div_eq_mul_inv]
    exact Real.div_sqrt
  unfold parryTerm erfc
  linear_combination (-2 * η⁻¹ * Real.exp (-(η * r) ^ 2)) * hq
```

The Poisson equation is stated as two derivatives, first of $f$ and then of $-2\pi\,\mathrm{erf}(\eta z)$. In the first part, `linear_combination` carries out the cancellation of the two Gaussian terms.

```lean
/-- Poisson equation: for `η > 0` the first derivative of Parry's term is `-2π erf(ηz)`,
and its second derivative is `-4π` times the Gaussian sheet density. -/
theorem parryTerm_poisson {η : ℝ} (hη : 0 < η) (z : ℝ) :
    HasDerivAt (parryTerm η) (-2 * π * erf (η * z)) z ∧
      HasDerivAt (fun y => -2 * π * erf (η * y)) (-4 * π * sheetDensity η z) z := by
  have hl : HasDerivAt (fun y => η * y) η z := by
    simpa using (hasDerivAt_id' z).const_mul η
  have he : HasDerivAt (fun y => erf (η * y))
      (2 / √π * Real.exp (-(η * z) ^ 2) * η) z := (hasDerivAt_erf (η * z)).comp z hl
  constructor
  · have hg : HasDerivAt (fun y => Real.exp (-(η * y) ^ 2))
        (Real.exp (-(η * z) ^ 2) * (-(2 * (η * z) * η))) z := by
      refine (hl.fun_pow 2).fun_neg.exp.congr_deriv ?_
      simp only [Nat.cast_ofNat, Nat.reduceSub, pow_one]
    have hi : η * η⁻¹ = 1 := mul_inv_cancel₀ hη.ne'
    -- the two Gaussian contributions cancel
    refine ((((hasDerivAt_id' z).fun_mul he).fun_add
      (hg.div_const (η * √π))).const_mul (-2 * π)).congr_deriv ?_
    linear_combination (4 * π * z * η * Real.exp (-(η * z) ^ 2) * (√π)⁻¹) * hi
  · refine (he.const_mul (-2 * π)).congr_deriv ?_
    unfold sheetDensity
    ring
```

## The tail integral and the Gaussian bound

For the limit at $+\infty$, `squeeze_zero'` traps $x\,\mathrm{erfc}(x)$ between $0$ and a multiple of $x e^{-x}$. The splitting then transfers the limit to $f(r)+2\pi r$.

```lean
/-- For `η > 0`, Parry's term approaches `-2πr` as `r` tends to `+∞`. -/
theorem parryTerm_tendsto_right {η : ℝ} (hη : 0 < η) :
    Tendsto (fun r => parryTerm η r + 2 * π * r) atTop (𝓝 0) := by
  have hlin : Tendsto (fun r : ℝ => η * r) atTop atTop := tendsto_id.const_mul_atTop hη
  have hE : Tendsto (fun r : ℝ => Real.exp (-(η * r) ^ 2)) atTop (𝓝 0) :=
    Real.tendsto_exp_atBot.comp
      (tendsto_neg_atTop_atBot.comp ((tendsto_pow_atTop two_ne_zero).comp hlin))
  have hx : Tendsto (fun x => x * erfc x) atTop (𝓝 0) := by
    have hg := (Real.tendsto_pow_mul_exp_neg_atTop_nhds_zero 1).const_mul
      (2 / √π * Real.exp 1)
    rw [mul_zero] at hg
    refine squeeze_zero' ?_ ?_ hg
    · filter_upwards [eventually_ge_atTop 0] with x h0
      exact mul_nonneg h0 (erfc_bounds x).1
    · filter_upwards [eventually_ge_atTop 0] with x h0
      refine (mul_le_mul_of_nonneg_left (erfc_bounds x).2 h0).trans (le_of_eq ?_)
      rw [sub_eq_add_neg, Real.exp_add]
      ring
  have h := ((hx.comp hlin).const_mul (2 * π / η)).sub (hE.const_mul (2 * √π / η))
  rw [mul_zero, mul_zero, sub_zero] at h
  refine h.congr fun r => ?_
  have hi : η * η⁻¹ = 1 := mul_inv_cancel₀ hη.ne'
  rw [parryTerm_add_linear]
  simp only [Function.comp_apply]
  linear_combination (2 * π * r * erfc (η * r)) * hi
```

`Ioi |z|` is the half-line $r>|z|$. The theorem states integrability separately because Lean assigns the value $0$ to the integral of a non-integrable function. The proof takes $(f(r)+2\pi r)/(2\pi)$ as antiderivative; its nonnegative derivative and its limit give both integrability and the value.

```lean
/-- For `η > 0`, `erfc(ηr)` is integrable over `r > |z|`, and Parry's term plus `2π|z|`
is `-2π` times this integral. -/
theorem parryTerm_add_abs_eq_integral {η : ℝ} (hη : 0 < η) (z : ℝ) :
    IntegrableOn (fun r => erfc (η * r)) (Ioi |z|) ∧
      parryTerm η z + 2 * π * |z| = -2 * π * ∫ r in Ioi |z|, erfc (η * r) := by
  have hp : (2 * π)⁻¹ * (2 * π) = 1 := inv_mul_cancel₀ (by positivity)
  -- an antiderivative of erfc(ηr) that vanishes at infinity
  have hd : ∀ r ∈ Ici |z|, HasDerivAt
      (fun r => (2 * π)⁻¹ * (parryTerm η r + 2 * π * r)) (erfc (η * r)) r := fun r _ => by
    refine (((parryTerm_poisson hη r).1.fun_add
      ((hasDerivAt_id' r).const_mul (2 * π))).const_mul (2 * π)⁻¹).congr_deriv ?_
    unfold erfc
    linear_combination (1 - erf (η * r)) * hp
  have hpos : ∀ r ∈ Ioi |z|, 0 ≤ erfc (η * r) := fun r _ => (erfc_bounds _).1
  have hl := (parryTerm_tendsto_right hη).const_mul (2 * π)⁻¹
  rw [mul_zero] at hl
  refine ⟨integrableOn_Ioi_deriv_of_nonneg' hd hpos hl, ?_⟩
  rw [integral_Ioi_of_hasDerivAt_of_nonneg' hd hpos hl, parryTerm_abs]
  linear_combination (-(parryTerm η z + 2 * π * |z|)) * hp
```

The bound combines the sign of the integral with the splitting at $|z|$.

```lean
/-- For `η > 0`, Parry's term differs from `-2π|z|` by at most a Gaussian in `z`. -/
theorem abs_parryTerm_add_abs_le {η : ℝ} (hη : 0 < η) (z : ℝ) :
    |parryTerm η z + 2 * π * (|z|)| ≤ 2 * √π / η * Real.exp (-(η * z) ^ 2) := by
  have hI : 0 ≤ ∫ r in Ioi |z|, erfc (η * r) :=
    setIntegral_nonneg measurableSet_Ioi fun r _ => (erfc_bounds _).1
  have hup : parryTerm η z + 2 * π * |z| ≤ 0 := by
    rw [(parryTerm_add_abs_eq_integral hη z).2]
    have h := mul_nonneg Real.pi_pos.le hI
    linarith
  have hlow := parryTerm_add_linear η |z|
  have hsq : (η * |z|) ^ 2 = (η * z) ^ 2 := by rw [mul_pow, sq_abs, mul_pow]
  rw [parryTerm_abs, hsq] at hlow
  have h := mul_nonneg Real.pi_pos.le (mul_nonneg (abs_nonneg z) (erfc_bounds (η * |z|)).1)
  rw [abs_of_nonpos hup]
  linarith
```

The filter `cocompact ℝ` expresses that $z$ leaves every bounded set, so the next limit includes both sides of the sheet. It is the one-sided limit composed with $|z|$.

```lean
/-- For `η > 0`, Parry's term plus `2π|z|` tends to zero far from the sheet on both sides. -/
theorem parryTerm_add_abs_tendsto {η : ℝ} (hη : 0 < η) :
    Tendsto (fun z => parryTerm η z + 2 * π * |z|) (cocompact ℝ) (𝓝 0) := by
  have h := (parryTerm_tendsto_right hη).comp (tendsto_norm_cocompact_atTop (E := ℝ))
  refine h.congr fun z => ?_
  simp only [Function.comp_apply, Real.norm_eq_abs, parryTerm_abs]
```

## Uniqueness from a condition on one side

Here `g'` is a separate function, which `hg` identifies as the derivative of `g`; `hg'` is the Poisson equation and `hlim` the boundary condition. Two applications of "zero derivative implies constant" produce the slope `c` and the offset `b`. Subtracting the affine function at $z$ from its value at $z+1$ leaves `c`, which must therefore be zero, and then `b` is zero too.

```lean
/-- For `η > 0`, a solution `g` of the Poisson equation of the Gaussian sheet for which
`g(z) + 2πz` tends to zero at `+∞` is Parry's term. -/
theorem parryTerm_unique {η : ℝ} (hη : 0 < η) {g g' : ℝ → ℝ}
    (hg : ∀ z, HasDerivAt g (g' z) z)
    (hg' : ∀ z, HasDerivAt g' (-4 * π * sheetDensity η z) z)
    (hlim : Tendsto (fun z => g z + 2 * π * z) atTop (𝓝 0)) : g = parryTerm η := by
  -- the difference of the two solutions is affine
  have hd1 : ∀ z, HasDerivAt (fun y => g' y - (-2 * π * erf (η * y))) 0 z := fun z =>
    ((hg' z).fun_sub (parryTerm_poisson hη z).2).congr_deriv (sub_self _)
  have hk1 := is_const_of_deriv_eq_zero (f := fun y => g' y - (-2 * π * erf (η * y)))
    (fun y => (hd1 y).differentiableAt) (fun y => (hd1 y).deriv)
  obtain ⟨c, hc⟩ : ∃ c, ∀ z, g' z - (-2 * π * erf (η * z)) = c := ⟨_, fun z => hk1 z 0⟩
  have hd2 : ∀ z, HasDerivAt (fun y => g y - parryTerm η y - c * y) 0 z := fun z =>
    (((hg z).fun_sub (parryTerm_poisson hη z).1).fun_sub
      ((hasDerivAt_id' z).const_mul c)).congr_deriv (by linear_combination hc z)
  have hk2 := is_const_of_deriv_eq_zero (f := fun y => g y - parryTerm η y - c * y)
    (fun y => (hd2 y).differentiableAt) (fun y => (hd2 y).deriv)
  obtain ⟨b, hb⟩ : ∃ b, ∀ z, g z - parryTerm η z - c * z = b := ⟨_, fun z => hk2 z 0⟩
  have haff : Tendsto (fun z : ℝ => c * z + b) atTop (𝓝 0) := by
    have h := hlim.sub (parryTerm_tendsto_right hη)
    rw [sub_zero] at h
    exact h.congr fun z => by linear_combination hb z
  -- comparing the limit at z + 1 and at z removes the slope
  have hslope : Tendsto (fun _ : ℝ => c) atTop (𝓝 0) := by
    have h := (haff.comp (tendsto_atTop_add_const_right atTop (1 : ℝ) tendsto_id)).sub haff
    rw [sub_zero] at h
    exact h.congr fun z => by
      simp only [Function.comp_apply, id_eq]
      ring
  have hc0 : c = 0 := tendsto_nhds_unique tendsto_const_nhds hslope
  have hconst : Tendsto (fun _ : ℝ => b) atTop (𝓝 0) :=
    haff.congr fun z => by rw [hc0]; ring
  have hb0 : b = 0 := tendsto_nhds_unique tendsto_const_nhds hconst
  funext z
  have h := hb z
  rw [hc0, hb0] at h
  linarith

end

end ParryZeroMode
```

```lean
#print axioms ParryZeroMode.abs_parryTerm_add_abs_le
#print axioms ParryZeroMode.parryTerm_add_abs_tendsto
#print axioms ParryZeroMode.parryTerm_unique
```

```
'ParryZeroMode.abs_parryTerm_add_abs_le' depends on axioms: [propext, Classical.choice, Quot.sound]
'ParryZeroMode.parryTerm_add_abs_tendsto' depends on axioms: [propext, Classical.choice, Quot.sound]
'ParryZeroMode.parryTerm_unique' depends on axioms: [propext, Classical.choice, Quot.sound]
```

## The additive constant and a convolution definition

Without `hlim` uniqueness fails, and it is not enough that $g(z)+2\pi z$ has some finite limit. The function $g=f+1$ solves the same Poisson equation, and $g(z)+2\pi z\to1$, yet $g\ne f$. The value $0$ of the limit is what sets the zero of the potential.

The term could also be defined by smearing the thin-sheet potential, $f(z)=-2\pi\int_{-\infty}^{\infty}|z-s|\,\rho(s)\,ds$. This is the same function, but the closed formula would then be a theorem requiring an evaluation of the integral, and the additive constant would come from the convolution.
